# Real s-coefficients whose squares sum to one can be completed to n + 1 real orthonormal hybrids of one s and n p orbitals, uniquely up to an orthogonal map of the p-space

I want four orthonormal hybrids on an oxygen atom, two for the bonds with 20% s-character each and two for the lone pairs with 30% each. The percentages add up to 100, but orthogonality gives me six more conditions, and I don't see why they should be solvable for whatever percentages I pick. If they are, can I still adjust the angle between the two bond hybrids afterwards?

## The hybrids exist, and their mutual angles are fixed

For real s-coefficients $a_0,\dots,a_n$ with $\sum_i a_i^2=1$, there are always real p-parts, built from $n$ p orbitals, that make the $n+1$ hybrids orthonormal. Any two such choices differ by exactly one orthogonal map of the p-space, applied to all hybrids together. You can turn or reflect the whole set, but you can't change an angle within it.

In your case $n=3$. Take all s-coefficients positive, so that $a_i^2$ is $0.2$ for the bond hybrids and $0.3$ for the lone pairs. The angle between the bond hybrids then has cosine $-0.2/0.8=-1/4$, which is about $104.5^\circ$.

When orthonormal hybrids on one atom are set up for a localised-bond description with real coefficients and a single s, p set, their s-characters and the angles between them are therefore not independent parameters.

## Solving the orthogonality conditions

Write hybrid $i$ as $h_i=a_i\,s+\sum_k v_{ik}\,p_k$, with $i=0,\dots,n$ and $k=0,\dots,n-1$. The orbitals $s,p_0,\dots,p_{n-1}$ are orthonormal, and $v_i\in\mathbb R^n$ is the p-vector of the hybrid. The overlap is
$$\langle h_i|h_j\rangle=a_ia_j+v_i\cdot v_j .$$

**The sum rule is necessary.** Let $U$ be the square matrix with rows $(a_i,v_i)$. Orthonormality says $UU^T=1$, hence also $U^TU=1$. The s column gives $\sum_i a_i^2=1$. The p columns give $V^TV=1$, where $V$ is the $(n+1)\times n$ matrix with rows $v_i$.

**It is also sufficient.** Put $b_k=a_{k+1}$, so that $b\cdot b=1-a_0^2$. Suppose first that $a_0\neq-1$, and let $c=1/(1+a_0)$. With $e_k$ the unit vector along $p_k$, choose
$$v_0=-b,\qquad v_{k+1}=e_k-c\,b_k\,b .$$
The overlaps are then
$$\langle h_0|h_0\rangle=a_0^2+b\cdot b=1,$$
$$\langle h_0|h_{k+1}\rangle=a_0b_k-b_k+c\,b_k(1-a_0^2)=b_k(1-a_0)\,[c(1+a_0)-1]=0,$$
$$\langle h_{k+1}|h_{l+1}\rangle=\delta_{kl}+b_kb_l\,[1-2c+c^2(1-a_0^2)].$$
The last bracket equals $[c(1-a_0)-1]\,[c(1+a_0)-1]$, which is zero.

If $a_0=-1$, apply the construction to $-a$, whose first entry is $1$. The products $a_ia_j$ don't change, so the same p-vectors serve for $a$.

**Two solutions differ by one orthogonal map.** Let $v$ and $w$ both complete $a$, with matrices $V$ and $W$. Then $v_i\cdot v_j=\delta_{ij}-a_ia_j=w_i\cdot w_j$, or $VV^T=WW^T$. The condition $Qv_i=w_i$ for all $i$ reads $QV^T=W^T$. Multiplying by $V$ from the right and using $V^TV=1$ leaves only $Q=W^TV$. This matrix does what is needed:
$$QV^T=W^TVV^T=W^TWW^T=W^T,$$
$$Q^TQ=V^TWW^TV=V^TVV^TV=1.$$
Conversely, an orthogonal $Q$ preserves every $v_i\cdot v_j$, so it turns a solution into another solution.

**The angles follow.** For two different hybrids with nonzero s-coefficients, write $v_i=a_ix\,e$ and $v_j=a_jy\,f$. Zero overlap means $a_ia_j(1+xy\,e\cdot f)=0$, so $1+xy\,e\cdot f=0$. For unit vectors $e,f$ this is Coulson's relation between mixing coefficients and the angle. For your bond hybrids, with positive s-coefficients and $e,f$ pointing along $v_i,v_j$, both $x$ and $y$ are positive and $x^2=y^2=0.8/0.2=4$. So $xy=4$, which gives the cosine above.

## The same result in Lean

```lean
import Mathlib

open Matrix

namespace HybridOrbitals

variable {n : ℕ}

/-- The coefficient vector of hybrid `i` in the basis of one s orbital and `n` p orbitals:
first the s-coefficient `a i`, then the p-vector `v i`. -/
def hybrid (a : Fin (n + 1) → ℝ) (v : Fin (n + 1) → Fin n → ℝ) (i : Fin (n + 1)) :
    Fin (n + 1) → ℝ :=
  Matrix.vecCons (a i) (v i)

/-- The `n + 1` hybrids with s-coefficients `a` and p-vectors `v` are orthonormal. -/
def IsHybridSet (a : Fin (n + 1) → ℝ) (v : Fin (n + 1) → Fin n → ℝ) : Prop :=
  ∀ i j, hybrid a v i ⬝ᵥ hybrid a v j = if i = j then 1 else 0

/-- The overlap of two hybrids is the product of their s-coefficients plus the dot product
of their p-vectors. -/
theorem overlap (a : Fin (n + 1) → ℝ) (v : Fin (n + 1) → Fin n → ℝ) (i j : Fin (n + 1)) :
    hybrid a v i ⬝ᵥ hybrid a v j = a i * a j + v i ⬝ᵥ v j := by
  rw [dotProduct, Fin.sum_univ_succ]
  simp only [hybrid, dotProduct, Matrix.cons_val_zero, Matrix.cons_val_succ]

/-- Orthonormal hybrids use up each atomic orbital exactly once: the columns of their
coefficient matrix are orthonormal too. -/
theorem completeness {a : Fin (n + 1) → ℝ} {v : Fin (n + 1) → Fin n → ℝ}
    (h : IsHybridSet a v) (k l : Fin (n + 1)) :
    ∑ i, hybrid a v i k * hybrid a v i l = if k = l then 1 else 0 := by
  let U : Matrix (Fin (n + 1)) (Fin (n + 1)) ℝ := Matrix.of (hybrid a v)
  have hU : U * Uᵀ = 1 := by
    ext i j
    rw [Matrix.one_apply]
    exact h i j
  -- for a square matrix a right inverse is a left inverse
  have hU' : Uᵀ * U = 1 := mul_eq_one_comm.mp hU
  have hkl := congrFun (congrFun hU' k) l
  rw [Matrix.mul_apply, Matrix.one_apply] at hkl
  exact hkl

/-- The p-vectors `canonicalP a c`: minus the tail `b` of `a` for hybrid `0`, and
`eᵢ - c bᵢ b` for the others, with `eᵢ` the unit vector along the p orbital `i`. -/
def canonicalP (a : Fin (n + 1) → ℝ) (c : ℝ) : Fin (n + 1) → Fin n → ℝ :=
  Matrix.vecCons (-(fun k : Fin n => a k.succ))
    (fun i : Fin n => (Pi.single i (1 : ℝ) : Fin n → ℝ) -
      (c * a i.succ) • (fun k : Fin n => a k.succ))

/-- If `a` is a unit vector and `c` is the reciprocal of `1 + a 0`, the explicit p-vectors
`canonicalP a c` complete the s-coefficients `a` to orthonormal hybrids. -/
theorem canonicalP_isHybridSet {a : Fin (n + 1) → ℝ} {c : ℝ}
    (ha : ∑ i, a i ^ 2 = 1) (hc : c * (1 + a 0) = 1) :
    IsHybridSet a (canonicalP a c) := by
  obtain ⟨b, hb⟩ : ∃ b : Fin n → ℝ, b = fun k : Fin n => a k.succ := ⟨_, rfl⟩
  have hbi : ∀ k : Fin n, a k.succ = b k := fun k => by rw [hb]
  have hs : b ⬝ᵥ b = 1 - a 0 ^ 2 := by
    rw [Fin.sum_univ_succ] at ha
    have hbb : b ⬝ᵥ b = ∑ k : Fin n, a k.succ ^ 2 := by
      simp only [dotProduct, hbi, pow_two]
    linarith
  have e0 : canonicalP a c 0 = -b := by
    simp only [canonicalP, Matrix.cons_val_zero, hb]
  have eS : ∀ i : Fin n, canonicalP a c i.succ =
      (Pi.single i (1 : ℝ) : Fin n → ℝ) - (c * b i) • b := by
    intro i
    simp only [canonicalP, Matrix.cons_val_succ, hb]
  intro i j
  rw [overlap]
  cases i using Fin.cases with
  | zero =>
    cases j using Fin.cases with
    | zero =>
      rw [e0, if_pos rfl]
      simp only [neg_dotProduct, dotProduct_neg, neg_neg, hs]
      ring
    | succ j =>
      rw [e0, eS, if_neg (Fin.succ_ne_zero j).symm, hbi j]
      simp only [neg_dotProduct, dotProduct_sub, dotProduct_smul, dotProduct_single, Pi.neg_apply,
        smul_eq_mul, hs]
      linear_combination b j * (1 - a 0) * hc
  | succ i =>
    cases j using Fin.cases with
    | zero =>
      rw [e0, eS, if_neg (Fin.succ_ne_zero i), hbi i]
      simp only [dotProduct_neg, sub_dotProduct, smul_dotProduct, single_dotProduct,
        smul_eq_mul, hs]
      linear_combination b i * (1 - a 0) * hc
    | succ j =>
      have hd : (Pi.single i (1 : ℝ) : Fin n → ℝ) ⬝ᵥ (Pi.single j (1 : ℝ) : Fin n → ℝ) =
          if i = j then 1 else 0 := by
        rw [single_dotProduct, one_mul, Pi.single_apply]
      have hδ : (if i.succ = j.succ then (1 : ℝ) else 0) = if i = j then 1 else 0 := by
        simp only [Fin.succ_inj]
      rw [eS i, hδ, hbi i, hbi j, eS j]
      simp only [sub_dotProduct, dotProduct_sub, smul_dotProduct, dotProduct_smul, smul_eq_mul]
      rw [hd, single_dotProduct, dotProduct_single, hs]
      linear_combination b i * b j * (c * (1 - a 0) - 1) * hc

/-- Prescribed s-coefficients can be completed to orthonormal hybrids exactly when the
s-characters `a i ^ 2` add up to one. -/
theorem exists_hybridSet_iff (a : Fin (n + 1) → ℝ) :
    (∃ v, IsHybridSet a v) ↔ ∑ i, a i ^ 2 = 1 := by
  constructor
  · rintro ⟨v, hv⟩
    have h := completeness hv 0 0
    rw [if_pos rfl] at h
    simp only [hybrid, Matrix.cons_val_zero] at h
    simpa only [pow_two] using h
  · intro ha
    by_cases h0 : 1 + a 0 = 0
    · -- reversing the sign of all s-coefficients changes no overlap
      have h1 : a 0 = -1 := by linarith
      have hneg : IsHybridSet (-a) (canonicalP (-a) (1 / 2)) := by
        apply canonicalP_isHybridSet
        · simpa only [Pi.neg_apply, neg_sq] using ha
        · rw [Pi.neg_apply, h1]
          norm_num
      refine ⟨canonicalP (-a) (1 / 2), fun i j => ?_⟩
      have h := hneg i j
      rw [overlap, Pi.neg_apply, Pi.neg_apply, neg_mul_neg] at h
      rw [overlap]
      exact h
    · exact ⟨_, canonicalP_isHybridSet ha (inv_mul_cancel₀ h0)⟩

/-- Two sets of orthonormal hybrids with the same s-coefficients are related by exactly one
orthogonal map of the p-space. -/
theorem unique_rotation {a : Fin (n + 1) → ℝ} {v w : Fin (n + 1) → Fin n → ℝ}
    (hv : IsHybridSet a v) (hw : IsHybridSet a w) :
    ∃! Q : Matrix (Fin n) (Fin n) ℝ, Qᵀ * Q = 1 ∧ ∀ i, Q *ᵥ v i = w i := by
  have hcol : ∀ u : Fin (n + 1) → Fin n → ℝ, IsHybridSet a u →
      (Matrix.of u)ᵀ * Matrix.of u = 1 := by
    intro u hu
    ext k l
    rw [Matrix.mul_apply, Matrix.one_apply]
    have h := completeness hu k.succ l.succ
    simp only [hybrid, Matrix.cons_val_succ, Fin.succ_inj] at h
    simp only [Matrix.transpose_apply, Matrix.of_apply]
    convert h
  let V : Matrix (Fin (n + 1)) (Fin n) ℝ := Matrix.of v
  let W : Matrix (Fin (n + 1)) (Fin n) ℝ := Matrix.of w
  have hVV : Vᵀ * V = 1 := hcol v hv
  have hWW : Wᵀ * W = 1 := hcol w hw
  -- equal s-coefficients give equal Gram matrices of the p-vectors
  have hG : V * Vᵀ = W * Wᵀ := by
    ext i j
    have h1 := hv i j
    have h2 := hw i j
    rw [overlap] at h1 h2
    change v i ⬝ᵥ v j = w i ⬝ᵥ w j
    linarith
  have hact : ∀ Q : Matrix (Fin n) (Fin n) ℝ, (∀ i, Q *ᵥ v i = w i) ↔ Q * Vᵀ = Wᵀ := by
    intro Q
    constructor
    · intro h
      ext k i
      exact congrFun (h i) k
    · intro h i
      ext k
      exact congrFun (congrFun h k) i
  refine ⟨Wᵀ * V, ⟨?_, ?_⟩, ?_⟩
  · calc (Wᵀ * V)ᵀ * (Wᵀ * V) = Vᵀ * (W * Wᵀ) * V := by
          rw [Matrix.transpose_mul, Matrix.transpose_transpose]
          simp only [Matrix.mul_assoc]
      _ = (Vᵀ * V) * (Vᵀ * V) := by
          rw [← hG]
          simp only [Matrix.mul_assoc]
      _ = 1 := by rw [hVV, Matrix.mul_one]
  · apply (hact _).2
    rw [Matrix.mul_assoc, hG, ← Matrix.mul_assoc, hWW, Matrix.one_mul]
  · rintro Q ⟨_, h⟩
    calc Q = Q * (Vᵀ * V) := by rw [hVV, Matrix.mul_one]
      _ = Wᵀ * V := by rw [← Matrix.mul_assoc, (hact Q).1 h]

/-- For every unit vector `a` of s-coefficients there are p-vectors that make the hybrids
orthonormal, and any two such families are related by a unique orthogonal map of the p-space. -/
theorem prescribed_s_characters (a : Fin (n + 1) → ℝ) (ha : ∑ i, a i ^ 2 = 1) :
    (∃ v, IsHybridSet a v) ∧
      ∀ v w, IsHybridSet a v → IsHybridSet a w →
        ∃! Q : Matrix (Fin n) (Fin n) ℝ, Qᵀ * Q = 1 ∧ ∀ i, Q *ᵥ v i = w i :=
  ⟨(exists_hybridSet_iff a).2 ha, fun _ _ hv hw => unique_rotation hv hw⟩

/-- An orthogonal map applied to all p-vectors of a set of orthonormal hybrids gives
orthonormal hybrids with the same s-coefficients. -/
theorem rotate {a : Fin (n + 1) → ℝ} {v : Fin (n + 1) → Fin n → ℝ}
    (hv : IsHybridSet a v) {Q : Matrix (Fin n) (Fin n) ℝ} (hQ : Qᵀ * Q = 1) :
    IsHybridSet a (fun i => Q *ᵥ v i) := by
  intro i j
  have hdot : (Q *ᵥ v i) ⬝ᵥ (Q *ᵥ v j) = v i ⬝ᵥ v j := by
    rw [Matrix.dotProduct_mulVec, ← Matrix.mulVec_transpose, Matrix.mulVec_mulVec, hQ,
      Matrix.one_mulVec]
  have h := hv i j
  rw [overlap] at h ⊢
  change a i * a j + (Q *ᵥ v i) ⬝ᵥ (Q *ᵥ v j) = _
  rw [hdot]
  exact h

/-- If two different hybrids of an orthonormal set have nonzero s-coefficients and have the
forms `a i (s + x p_e)` and `a j (s + y p_f)`, then `1 + x y (e · f) = 0`. -/
theorem directionality {a : Fin (n + 1) → ℝ} {v : Fin (n + 1) → Fin n → ℝ}
    (hv : IsHybridSet a v) {i j : Fin (n + 1)} (hij : i ≠ j) (hai : a i ≠ 0) (haj : a j ≠ 0)
    {x y : ℝ} {e f : Fin n → ℝ} (hi : v i = (a i * x) • e) (hj : v j = (a j * y) • f) :
    1 + x * y * (e ⬝ᵥ f) = 0 := by
  have h := hv i j
  rw [overlap, if_neg hij, hi, hj, smul_dotProduct, dotProduct_smul] at h
  simp only [smul_eq_mul] at h
  apply mul_left_cancel₀ (mul_ne_zero hai haj)
  linear_combination h

end HybridOrbitals
```

```lean
#print axioms HybridOrbitals.unique_rotation
-- 'HybridOrbitals.unique_rotation' depends on axioms: [propext, Classical.choice, Quot.sound]
#print axioms HybridOrbitals.prescribed_s_characters
-- 'HybridOrbitals.prescribed_s_characters' depends on axioms: [propext, Classical.choice, Quot.sound]
#print axioms HybridOrbitals.rotate
-- 'HybridOrbitals.rotate' depends on axioms: [propext, Classical.choice, Quot.sound]
#print axioms HybridOrbitals.directionality
-- 'HybridOrbitals.directionality' depends on axioms: [propext, Classical.choice, Quot.sound]
```

## What the theorems say about an atom

The s-coefficients are a function `a : Fin (n + 1) → ℝ`, and `v` assigns a p-vector to each hybrid. `hybrid a v i` is the full coefficient vector with the s entry first. `IsHybridSet a v` says that the dot products `⬝ᵥ` of these vectors form the identity matrix.

`prescribed_s_characters` is the answer to your question. Its only hypothesis is `∑ i, a i ^ 2 = 1`, which says that the hybrids together use up exactly one s orbital. Its first half provides the p-vectors. Its second half says that for any two solutions there is exactly one (`∃!`) matrix `Q` with `Qᵀ * Q = 1` that carries each `v i` to `w i`. `exists_hybridSet_iff` adds that the sum rule is necessary.

Despite its name, the theorem takes signed coefficients $a_i$ as given, whereas the s-characters are their squares. The names `unique_rotation` and `rotate` are also loose, since an orthogonal matrix may include a reflection. In three dimensions the second solution can thus be the mirror image of the first.

The number of hybrids equals the number of orbitals. Three p orbitals give the full valence set of your oxygen atom; one or two describe sp or sp² sets with the remaining p orbitals left aside. The case $n=0$, a lone s orbital, is allowed too. Complex coefficients and d orbitals are excluded.

The step from these vectors to an atom is the identification of their dot product with an overlap integral, and of a p-vector with a direction in space. It requires orthonormal s and p orbitals on one centre, with the same radial function for all the p orbitals. Which s-characters suit a given molecule is a separate question.

## How Lean checks the steps

- `overlap` splits the s term off the dot product.
- `completeness` passes from $UU^T=1$ to $U^TU=1$ with `mul_eq_one_comm`, which applies because $U$ is square.
- `canonicalP` is the explicit family above, and `canonicalP_isHybridSet` verifies it. `Fin.cases` separates hybrid `0` from the others for both indices, which gives the three kinds of overlap, the mixed one in both orders. In the cases that involve $c$, `linear_combination` multiplies the equation $c(1+a_0)=1$ by the factor that stands beside $[c(1+a_0)-1]$ in the derivation.
- `exists_hybridSet_iff` reads the sum rule off the s column of `completeness`. For the other direction it distinguishes whether $1+a_0$ vanishes, and reverses the sign of `a` if it does.
- `unique_rotation` first proves $V^TV=1$ for any solution (`hcol`), then the equality of the Gram matrices (`hG`), and then rewrites the action on all p-vectors as $QV^T=W^T$ (`hact`). The `calc` blocks are the matrix calculations for $Q=W^TV$. Its uniqueness part never uses the orthogonality of `Q`, so no other matrix of any kind carries `v` to `w`.
- `prescribed_s_characters` combines existence and uniqueness.
- `rotate` shows that `Q` preserves dot products, which is the converse.
- `directionality` inserts the two forms of the p-vectors into the zero overlap and cancels the nonzero factor $a_ia_j$. It doesn't require `e` and `f` to be unit vectors; you need that only to read `e ⬝ᵥ f` as a cosine.
